# The BLM scale for a light-fermion loop in a heavy lepton's anomalous magnetic moment, with large-momentum vacuum polarization

If the coupling in a heavy lepton's one-loop anomalous magnetic moment is evaluated at the lepton's own mass $M$, a constant from light-fermion loops is left over at the next order. The Brodsky–Lepage–Mackenzie (BLM) prescription chooses the scale so that the coupling absorbs the loop. The problems below find this scale for a single insertion of one-loop vacuum polarization.

```lean
import Mathlib

open MeasureTheory

namespace BLMScale

noncomputable section
```

A fermion of unit charge and mass $m$ screens the charge. At spacelike momentum squared $s\gg m^2$ its effect, in units of $\alpha/\pi$, is
$$P(s)=\tfrac13\ln\frac{s}{m^2}-\tfrac59 .$$
This is `vacPol m s`; its sign is chosen so that $\alpha(s)=\alpha\,[1+\tfrac{\alpha}{\pi}P(s)]$ to first order, where $\alpha$ is the fine-structure constant, the coupling at zero momentum.

```lean
/-- Large-momentum form of the one-loop vacuum polarization of a fermion of mass `m`
at spacelike momentum squared `s`, in units of `α/π`; the domain is `m ≠ 0`, `s > 0`. -/
def vacPol (m s : ℝ) : ℝ := 1 / 3 * Real.log (s / m ^ 2) - 5 / 9
```

At Feynman parameter $x$ the photon in the vertex carries virtuality $s(x)=M^2x^2/(1-x)$.

```lean
/-- Spacelike photon virtuality at Feynman parameter `x` in the vertex of a lepton of
mass `M`; the domain is `x ≠ 1`. -/
def virtuality (M x : ℝ) : ℝ := M ^ 2 * x ^ 2 / (1 - x)
```

The one-loop anomalous moment $(g-2)/2$ is $\frac{\alpha}{\pi}\int_0^1(1-x)\,dx=\frac{\alpha}{2\pi}$. Inserting the loop adds $(\alpha/\pi)^2 I$, with $I=\int_0^1(1-x)P(s(x))\,dx$, called `insertion M m`.

```lean
/-- The vacuum polarization of a fermion of mass `m`, in its large-momentum form, taken at the
photon virtuality in the vertex of a lepton of mass `M` and integrated over the Feynman parameter
`x` from 0 to 1 with weight `1 - x`. -/
def insertion (M m : ℝ) : ℝ :=
  ∫ x in (0 : ℝ)..1, (1 - x) * vacPol m (virtuality M x)
```

Of the masses the theorems assume only that they are positive, and they take this integral as the definition of the insertion. Near $x=0$ the virtuality falls below $m^2$, where $P$ is no longer the true polarization. Carrying the results over to the full one-loop function therefore needs the separate estimate that the difference vanishes as $m/M\to0$.

**(a)** Separate the masses from the Feynman parameter: for $0<x\le1$, show that
$$(1-x)P(s(x))=\left(\tfrac23\ln\tfrac Mm-\tfrac59\right)(1-x)+\tfrac23(1-x)\ln x-\tfrac13(1-x)\ln(1-x).$$

*Solution.* For $x<1$, $\ln(s(x)/m^2)=2\ln(M/m)+2\ln x-\ln(1-x)$. Divide by 3, subtract $5/9$ and multiply by $1-x$. At $x=1$, which Lean treats as a separate case, both sides are zero.

```lean
/-- For positive masses and `0 < x ≤ 1` the integrand splits into a mass logarithm and
two mass-independent logarithms of the Feynman parameter. -/
theorem integrand_split {M m x : ℝ} (hM : 0 < M) (hm : 0 < m) (h0 : 0 < x) (h1 : x ≤ 1) :
    (1 - x) * vacPol m (virtuality M x) =
      (2 / 3 * Real.log (M / m) - 5 / 9) * (1 - x) + 2 / 3 * ((1 - x) * Real.log x)
        - 1 / 3 * ((1 - x) * Real.log (1 - x)) := by
  rcases eq_or_lt_of_le h1 with rfl | hlt
  · simp
  · have hx : 0 < 1 - x := sub_pos.mpr hlt
    have hn : 0 < M ^ 2 * x ^ 2 := by positivity
    have hm2 : m ^ 2 ≠ 0 := by positivity
    have hM2 : M ^ 2 ≠ 0 := by positivity
    have hx2 : x ^ 2 ≠ 0 := by positivity
    unfold vacPol virtuality
    rw [Real.log_div (div_pos hn hx).ne' hm2, Real.log_div hn.ne' hx.ne',
      Real.log_mul hM2 hx2, Real.log_div hM.ne' hm.ne']
    simp only [Real.log_pow]
    push_cast
    ring
```

**(b)** Show that $(1-x)\ln x$ is integrable on the unit interval and that $\int_0^1(1-x)\ln x\,dx=-\tfrac34$.

*Solution.* The logarithm is integrable and $1-x$ is continuous. An antiderivative is
$$F(x)=\left(1-\tfrac x2\right)x\ln x-x+\tfrac{x^2}{4},$$
since $F'=(1-\tfrac x2)(\ln x+1)-\tfrac12x\ln x-1+\tfrac x2=(1-x)\ln x$. Because $x\ln x\to0$, $F$ is continuous at 0, and $F(1)-F(0)=-\tfrac34$. In the code, `hc` is the continuity and `hd` the derivative.

```lean
/-- The function `(1 - x) ln x` is integrable on the unit interval, with integral `-3/4`. -/
theorem log_moment :
    IntervalIntegrable (fun x : ℝ => (1 - x) * Real.log x) volume 0 1 ∧
      ∫ x in (0 : ℝ)..1, (1 - x) * Real.log x = -3 / 4 := by
  have hg : Continuous fun x : ℝ => 1 - x := by fun_prop
  have hi : IntervalIntegrable (fun x : ℝ => (1 - x) * Real.log x) volume 0 1 :=
    intervalIntegral.intervalIntegrable_log'.continuousOn_mul hg.continuousOn
  refine ⟨hi, ?_⟩
  -- an antiderivative that stays continuous at x = 0
  have hc : Continuous fun x : ℝ => (1 - x / 2) * (x * Real.log x) - x + x * x / 4 :=
    (((by fun_prop : Continuous fun x : ℝ => 1 - x / 2).mul Real.continuous_mul_log).sub
      continuous_id).add (by fun_prop : Continuous fun x : ℝ => x * x / 4)
  have hd : ∀ x : ℝ, x ≠ 0 →
      HasDerivAt (fun x : ℝ => (1 - x / 2) * (x * Real.log x) - x + x * x / 4)
        ((1 - x) * Real.log x) x := fun x hx =>
    ((((((hasDerivAt_id' x).div_const 2).const_sub 1).fun_mul
      (Real.hasDerivAt_mul_log hx)).fun_sub (hasDerivAt_id' x)).fun_add
      (((hasDerivAt_id' x).fun_mul (hasDerivAt_id' x)).div_const 4)).congr_deriv (by ring)
  exact (intervalIntegral.integral_eq_sub_of_hasDerivAt_of_le zero_le_one hc.continuousOn
    (fun x hx => hd x hx.1.ne') hi).trans (by norm_num)
```

**(c)** Do the same for $\int_0^1(1-x)\ln(1-x)\,dx=-\tfrac14$.

*Solution.* The integrand extends continuously to $x=1$. With $u=1-x$ the integral becomes
$$\int_0^1u\ln u\,du=\left[\tfrac{u^2}{2}\ln u-\tfrac{u^2}{4}\right]_0^1=-\tfrac14 .$$
Lean computes this as `key` and then reflects the variable.

```lean
/-- The function `(1 - x) ln (1 - x)` is integrable on the unit interval, with integral
`-1/4`. -/
theorem log_one_sub_moment :
    IntervalIntegrable (fun x : ℝ => (1 - x) * Real.log (1 - x)) volume 0 1 ∧
      ∫ x in (0 : ℝ)..1, (1 - x) * Real.log (1 - x) = -1 / 4 := by
  have hcont : Continuous fun x : ℝ => (1 - x) * Real.log (1 - x) :=
    Real.continuous_mul_log.comp (continuous_const.sub continuous_id)
  refine ⟨hcont.intervalIntegrable 0 1, ?_⟩
  have hc : Continuous fun x : ℝ => x / 2 * (x * Real.log x) - x * x / 4 :=
    ((by fun_prop : Continuous fun x : ℝ => x / 2).mul Real.continuous_mul_log).sub
      (by fun_prop : Continuous fun x : ℝ => x * x / 4)
  have hd : ∀ x : ℝ, x ≠ 0 →
      HasDerivAt (fun x : ℝ => x / 2 * (x * Real.log x) - x * x / 4)
        (x * Real.log x) x := fun x hx =>
    ((((hasDerivAt_id' x).div_const 2).fun_mul (Real.hasDerivAt_mul_log hx)).fun_sub
      (((hasDerivAt_id' x).fun_mul (hasDerivAt_id' x)).div_const 4)).congr_deriv (by ring)
  have key : ∫ x in (0 : ℝ)..1, x * Real.log x = -1 / 4 :=
    (intervalIntegral.integral_eq_sub_of_hasDerivAt_of_le zero_le_one hc.continuousOn
      (fun x hx => hd x hx.1.ne')
      (Real.continuous_mul_log.intervalIntegrable 0 1)).trans (by norm_num)
  -- reflect x to 1 - x
  rw [intervalIntegral.integral_comp_sub_left (fun x : ℝ => x * Real.log x) 1,
    sub_self, sub_zero, key]
```

**(d)** Show that the insertion integral converges and that $I=\tfrac13\ln\tfrac Mm-\tfrac{25}{36}$.

*Solution.* Each term in (a) is integrable, and $\int_0^1(1-x)\,dx=\tfrac12$. Hence
$$I=\tfrac12\left(\tfrac23\ln\tfrac Mm-\tfrac59\right)+\tfrac23\left(-\tfrac34\right)-\tfrac13\left(-\tfrac14\right)=\tfrac13\ln\tfrac Mm-\tfrac{25}{36}.$$
Convergence is stated separately because Lean gives a divergent integral the value zero. The step `integral_congr_ae` substitutes the split integrand.

```lean
/-- For positive masses the integral that defines the insertion converges, and the insertion
equals `(1/3) ln(M/m) - 25/36`. -/
theorem insertion_eq {M m : ℝ} (hM : 0 < M) (hm : 0 < m) :
    IntervalIntegrable (fun x => (1 - x) * vacPol m (virtuality M x)) volume 0 1 ∧
      insertion M m = 1 / 3 * Real.log (M / m) - 25 / 36 := by
  have i1 : IntervalIntegrable
      (fun x : ℝ => (2 / 3 * Real.log (M / m) - 5 / 9) * (1 - x)) volume 0 1 :=
    (by fun_prop : Continuous fun x : ℝ =>
      (2 / 3 * Real.log (M / m) - 5 / 9) * (1 - x)).intervalIntegrable 0 1
  have i2 := log_moment.1.const_mul (2 / 3)
  have i3 := log_one_sub_moment.1.const_mul (1 / 3)
  have i12 : IntervalIntegrable (fun x : ℝ => (2 / 3 * Real.log (M / m) - 5 / 9) * (1 - x)
      + 2 / 3 * ((1 - x) * Real.log x)) volume 0 1 := i1.add i2
  constructor
  · have h := (intervalIntegrable_iff_integrableOn_Ioc_of_le zero_le_one).mp (i12.sub i3)
    exact (intervalIntegrable_iff_integrableOn_Ioc_of_le zero_le_one).mpr
      (h.congr_fun (fun x hx => (integrand_split hM hm hx.1 hx.2).symm) measurableSet_Ioc)
  · have hw : ∫ x in (0 : ℝ)..1, (1 - x) = 1 / 2 :=
      (intervalIntegral.integral_comp_sub_left (fun x : ℝ => x) 1).trans
        (by norm_num [integral_id])
    have hs : insertion M m = ∫ x in (0 : ℝ)..1,
        ((2 / 3 * Real.log (M / m) - 5 / 9) * (1 - x) + 2 / 3 * ((1 - x) * Real.log x)
          - 1 / 3 * ((1 - x) * Real.log (1 - x))) := by
      unfold insertion
      apply intervalIntegral.integral_congr_ae
      refine Filter.Eventually.of_forall fun x hx => ?_
      rw [Set.uIoc_of_le zero_le_one] at hx
      exact integrand_split hM hm hx.1 hx.2
    rw [hs, intervalIntegral.integral_sub i12 i3, intervalIntegral.integral_add i1 i2]
    simp only [intervalIntegral.integral_const_mul]
    rw [hw, log_moment.2, log_one_sub_moment.2]
    ring
```

**(e)** For a trial scale $Q>0$, show that $I-\tfrac12P(Q^2)=\tfrac13\left(\ln\tfrac MQ-\tfrac54\right)$.

*Solution.* Since $\tfrac12P(Q^2)=\tfrac13\ln\tfrac Qm-\tfrac5{18}$, subtraction cancels $\ln m$ and leaves $\tfrac13\ln\tfrac MQ-\tfrac{25}{36}+\tfrac{10}{36}$. The error does not depend on $m$.

```lean
/-- For positive masses and scale, the insertion minus half the vacuum polarization at `Q²` is
`(1/3) (ln(M/Q) - 5/4)`, which does not depend on the mass of the fermion in the loop. -/
theorem scale_mismatch {M m Q : ℝ} (hM : 0 < M) (hm : 0 < m) (hQ : 0 < Q) :
    insertion M m - vacPol m (Q ^ 2) / 2 = 1 / 3 * (Real.log (M / Q) - 5 / 4) := by
  rw [(insertion_eq hM hm).2, vacPol, ← div_pow, Real.log_pow,
    Real.log_div hM.ne' hm.ne', Real.log_div hQ.ne' hm.ne', Real.log_div hM.ne' hQ.ne']
  push_cast
  ring
```

**(f)** For $M,Q>0$ and real $c$, show that $Q=Me^{c}$ if and only if $\ln(M/Q)=-c$.

*Solution.* Taking logarithms gives $\ln Q=\ln M+c$; exponentiating goes back.

```lean
/-- Two positive scales differ by the factor `exp c` exactly when their logarithms differ
by `c`. -/
theorem scale_iff {M Q c : ℝ} (hM : 0 < M) (hQ : 0 < Q) :
    Q = M * Real.exp c ↔ Real.log (M / Q) = -c := by
  rw [Real.log_div hM.ne' hQ.ne']
  constructor
  · intro h
    rw [h, Real.log_mul hM.ne' (Real.exp_pos c).ne', Real.log_exp]
    ring
  · intro h
    have h' : Real.log Q = Real.log M + c := by linarith
    rw [← Real.exp_log hQ, h', Real.exp_add, Real.exp_log hM]
```

**(g)** Show that $I=\tfrac12P(Q^2)$ for positive $Q$ if and only if $Q=Me^{-5/4}$.

*Solution.* By (e), equality means $\ln(M/Q)=\tfrac54$; apply (f) with $c=-\tfrac54$.

For the muon's anomalous moment with an electron loop, the BLM prescription replaces the one-loop term $\alpha/2\pi$ by $\alpha(Q^2)/2\pi$ with $Q\approx0.287M$. Expanded in $\alpha$, the new term contains $(\alpha/\pi)^2I$ at second order, which is the electron loop in its large-momentum form. The other second-order contributions to the moment have to be added separately.

```lean
/-- BLM scale: for positive masses, `M exp(-5/4)` is the only positive scale `Q` at which
half the vacuum polarization at `Q²` reproduces the insertion. -/
theorem blm_scale {M m Q : ℝ} (hM : 0 < M) (hm : 0 < m) (hQ : 0 < Q) :
    insertion M m = vacPol m (Q ^ 2) / 2 ↔ Q = M * Real.exp (-5 / 4) := by
  have h := scale_mismatch hM hm hQ
  rw [scale_iff hM hQ]
  constructor <;> intro h' <;> linarith
```

**(h)** Let the coupling run by a pure logarithm, as in the $\overline{\rm MS}$ scheme, where $\bar\alpha(\mu)=\alpha\,[1+\tfrac{\alpha}{3\pi}\ln(\mu^2/m^2)]$ to first order. Show that $I=\tfrac16\ln(\mu^2/m^2)$ for positive $\mu$ if and only if $\mu=Me^{-25/12}$.

*Solution.* Now $\tfrac12P(\mu^2)=\tfrac16\ln(\mu^2/m^2)-\tfrac5{18}$, so (e) gives
$$I-\tfrac16\ln\frac{\mu^2}{m^2}=\tfrac13\left(\ln\tfrac M\mu-\tfrac{25}{12}\right).$$
Apply (f) again.

```lean
/-- For positive masses, `M exp(-25/12)` is the only positive scale `μ` at which the pure
logarithm `(1/6) ln(μ²/m²)` reproduces the insertion. -/
theorem pure_log_scale {M m μ : ℝ} (hM : 0 < M) (hm : 0 < m) (hμ : 0 < μ) :
    insertion M m = 1 / 6 * Real.log (μ ^ 2 / m ^ 2) ↔ μ = M * Real.exp (-25 / 12) := by
  have h := scale_mismatch hM hm hμ
  unfold vacPol at h
  rw [scale_iff hM hμ]
  constructor <;> intro h' <;> linarith
```

**(i)** Take finitely many fermions $f$ with masses $m_f>0$, polarizations $P_f$ and real weights $c_f$ (for instance squared charges), where $\sum_fc_f\ne0$. Show that, for positive $Q$,
$$\int_0^1(1-x)\sum_fc_fP_f(s(x))\,dx=\tfrac12\sum_fc_fP_f(Q^2)\iff Q=Me^{-5/4}.$$

*Solution.* Exchange the finite sum and the integral, then use (e) for each fermion. The two sides differ by $\left(\sum_fc_f\right)\tfrac13\left(\ln\tfrac MQ-\tfrac54\right)$, which is `hsum` in the code. The first factor is nonzero, so the second must vanish. A single fermion of nonzero weight gives back (g); if the weights summed to zero, every $Q$ would do.

```lean
/-- For finitely many fermions of positive masses `m f`, with weights `c f` of nonzero sum,
`M exp(-5/4)` is the only positive scale `Q` at which half their weighted vacuum polarization at
`Q²` reproduces their total weighted insertion in the vertex of a lepton of mass `M > 0`. -/
theorem blm_scale_flavours {ι : Type*} (s : Finset ι) (c m : ι → ℝ) {M Q : ℝ}
    (hM : 0 < M) (hQ : 0 < Q) (hm : ∀ f ∈ s, 0 < m f) (hc : ∑ f ∈ s, c f ≠ 0) :
    ∫ x in (0 : ℝ)..1, (1 - x) * ∑ f ∈ s, c f * vacPol (m f) (virtuality M x) =
        (∑ f ∈ s, c f * vacPol (m f) (Q ^ 2)) / 2 ↔
      Q = M * Real.exp (-5 / 4) := by
  have hfun : (fun x : ℝ => (1 - x) * ∑ f ∈ s, c f * vacPol (m f) (virtuality M x)) =
      fun x => ∑ f ∈ s, c f * ((1 - x) * vacPol (m f) (virtuality M x)) := by
    funext x
    rw [Finset.mul_sum]
    exact Finset.sum_congr rfl fun f _ => by ring
  have hint : ∫ x in (0 : ℝ)..1, (1 - x) * ∑ f ∈ s, c f * vacPol (m f) (virtuality M x) =
      ∑ f ∈ s, c f * insertion M (m f) := by
    rw [hfun, intervalIntegral.integral_finsetSum
      fun f hf => (insertion_eq hM (hm f hf)).1.const_mul (c f)]
    simp only [intervalIntegral.integral_const_mul, insertion]
  -- the error is common to all flavours and factors out of the sum
  have hsum : ∑ f ∈ s, c f * insertion M (m f) =
      (∑ f ∈ s, c f * vacPol (m f) (Q ^ 2)) / 2 +
        (∑ f ∈ s, c f) * (1 / 3 * (Real.log (M / Q) - 5 / 4)) := by
    rw [Finset.sum_div, Finset.sum_mul, ← Finset.sum_add_distrib]
    refine Finset.sum_congr rfl fun f hf => ?_
    linear_combination c f * scale_mismatch hM (hm f hf) hQ
  rw [hint, hsum, scale_iff hM hQ, add_eq_left, mul_eq_zero, or_iff_right hc]
  constructor <;> intro h <;> linarith

end

end BLMScale
```

```lean
#print axioms BLMScale.blm_scale
#print axioms BLMScale.pure_log_scale
#print axioms BLMScale.blm_scale_flavours
```

```
'BLMScale.blm_scale' depends on axioms: [propext, Classical.choice, Quot.sound]
'BLMScale.pure_log_scale' depends on axioms: [propext, Classical.choice, Quot.sound]
'BLMScale.blm_scale_flavours' depends on axioms: [propext, Classical.choice, Quot.sound]
```
